# The Fröhlich angular integral between distinct wave numbers, and its arsinh form on the phonon shells

For an electron scattered from wave number $k>0$ to a different wave number $p>0$ through an angle $t$, the polar-angle integral of the squared unscreened Fröhlich matrix element is, apart from a constant prefactor,

$$\int_0^\pi \frac{\sin t}{k^2+p^2-2kp\cos t}\,dt=\frac{1}{kp}\ln\frac{k+p}{|k-p|}.$$

Let $w=2m\omega/\hbar>0$, where $m$ is the effective mass and $\omega$ the frequency of the optical phonon. The logarithm equals $2\,\mathrm{arsinh}(k/\sqrt w)$ when a phonon is absorbed, $p^2=k^2+w$, and $2\,\mathrm{arsinh}(p/\sqrt w)$ when one is emitted, $p^2=k^2-w$. In a single isotropic parabolic band with a dispersionless phonon, and without screening or Pauli blocking, this fixes the energy dependence of the polar-optical out-scattering rate, an ingredient of mobility calculations and Monte Carlo transport simulations.

```lean
import Mathlib

open Filter Topology

namespace FrohlichScattering

noncomputable section
```

## Momentum transfer, coupling and rate

The phonon supplies or carries away the wave vector $\mathbf q$, the difference between the final and initial electron wave vectors. By the law of cosines,

$$q^2=k^2+p^2-2kp\cos t .$$

In Lean this is `transferSq k p t`, a function of three real numbers.

```lean
/-- Squared momentum transfer between wave numbers `k` and `p` at scattering angle `t`. -/
def transferSq (k p t : ℝ) : ℝ := k ^ 2 + p ^ 2 - 2 * k * p * Real.cos t
```

The squared Fröhlich matrix element is proportional to $1/q^2$, because a longitudinal optical phonon of long wavelength carries an electric field whose amplitude does not depend on $q$, and the amplitude of the corresponding potential is that of the field divided by $q$. The solid angle contributes $\sin t\,dt$, and the azimuthal integral only a constant factor $2\pi$. What remains is

$$I(k,p)=\int_0^\pi\frac{\sin t}{q^2}\,dt .$$

```lean
/-- Polar-angle integral of the Fröhlich coupling `1 / q ^ 2`, for distinct positive
wave numbers `k` and `p`. -/
def angularIntegral (k p : ℝ) : ℝ :=
  ∫ t in (0 : ℝ)..Real.pi, Real.sin t / transferSq k p t
```

Energy conservation, $\hbar^2p^2/2m=\hbar^2k^2/2m\pm\hbar\omega$, selects one final shell for absorption, with wave number $p_a$, and, if the electron's energy is at least $\hbar\omega$, one for emission, with wave number $p_e$. The density of states on a shell of a parabolic band is proportional to its wave number. With phonon occupation $N$, absorption has weight $N$, and emission, stimulated and spontaneous together, has weight $N+1$. Apart from a constant prefactor, the rate is therefore

$$R=N\,p_a\,I(k,p_a)+(N+1)\,p_e\,I(k,p_e).$$

This expression is taken as the definition of `reducedRate`; its derivation from the golden rule is not formalised. It contains no screening, no Pauli blocking and no band-overlap factor. It counts all scattering out of the initial state, without the angular weighting of a momentum-relaxation rate. In the code `N` may be any real number.

```lean
/-- Reduced polar-optical scattering rate: absorption into the shell `pa` with weight `N` and
emission into the shell `pe` with weight `N + 1`, each shell having a density of states
proportional to its wave number. -/
def reducedRate (N k pa pe : ℝ) : ℝ :=
  N * (pa * angularIntegral k pa) + (N + 1) * (pe * angularIntegral k pe)
```

## A logarithm as the primitive

The denominator must not vanish. Completing the square gives

$$q^2=(k-p)^2+2kp\,(1-\cos t).$$

The first term is positive because $k\ne p$, and the second is nonnegative because $k,p>0$. The proof establishes these two signs, and `nlinarith` combines them.

```lean
/-- The momentum transfer never vanishes between distinct positive wave numbers. -/
theorem transferSq_pos {k p : ℝ} (hk : 0 < k) (hp : 0 < p) (hne : k ≠ p) (t : ℝ) :
    0 < transferSq k p t := by
  have h1 : 0 < (k - p) ^ 2 := by
    have := sub_ne_zero.mpr hne
    positivity
  have h2 : 0 ≤ k * p * (1 - Real.cos t) :=
    mul_nonneg (mul_pos hk hp).le (sub_nonneg.mpr (Real.cos_le_one t))
  unfold transferSq
  nlinarith
```

Since $\frac{d}{dt}q^2=2kp\sin t$, wherever $q^2\neq0$ we have

$$\frac{d}{dt}\,\frac{\ln q^2}{2kp}=\frac{1}{2kp}\cdot\frac{2kp\sin t}{q^2}=\frac{\sin t}{q^2}.$$

The fundamental theorem of calculus then gives, for angles $a$ and $b$,

$$\int_a^b\frac{\sin t}{q^2}\,dt=\frac{\ln q^2(b)-\ln q^2(a)}{2kp}.$$

The hypothesis `h0` asks for $q^2\ne0$ only on the closed interval between $a$ and $b$, written `Set.uIcc a b`. The lemma does not require $k\neq p$, so it will also serve for elastic scattering away from the forward direction. In the proof, `hderiv` is the derivative just computed, and continuity of the integrand supplies integrability.

```lean
/-- The Fröhlich integral over an angular window in which the momentum transfer does not vanish is,
for positive wave numbers, the difference of the logarithms of the squared momentum transfer at the
two ends of the window, divided by `2 * k * p`. -/
theorem integral_window {k p a b : ℝ} (hk : 0 < k) (hp : 0 < p)
    (h0 : ∀ t ∈ Set.uIcc a b, transferSq k p t ≠ 0) :
    ∫ t in a..b, Real.sin t / transferSq k p t =
      Real.log (transferSq k p b) / (2 * k * p) - Real.log (transferSq k p a) / (2 * k * p) := by
  have hderiv : ∀ t ∈ Set.uIcc a b,
      HasDerivAt (fun s => Real.log (transferSq k p s) / (2 * k * p))
        (Real.sin t / transferSq k p t) t := by
    intro t ht
    have hq := h0 t ht
    have h : HasDerivAt (fun s => transferSq k p s) (2 * k * p * Real.sin t) t := by
      unfold transferSq
      exact (((Real.hasDerivAt_cos t).const_mul (2 * k * p)).const_sub
        (k ^ 2 + p ^ 2)).congr_deriv (by ring)
    exact ((h.log hq).div_const (2 * k * p)).congr_deriv (by field_simp)
  have hcont : Continuous (fun t => transferSq k p t) := by
    unfold transferSq
    fun_prop
  exact intervalIntegral.integral_eq_sub_of_hasDerivAt hderiv
    (Real.continuous_sin.continuousOn.div hcont.continuousOn h0).intervalIntegrable
```

For the full range of angles the endpoint values are perfect squares,

$$q^2(\pi)=(k+p)^2,\qquad q^2(0)=(k-p)^2,$$

and hence

$$I(k,p)=\frac{2\ln(k+p)-2\ln|k-p|}{2kp}=\frac{1}{kp}\ln\frac{k+p}{|k-p|}.$$

The facts `hb` and `ha` are the two endpoint values, and the rewriting rules for logarithms do the rest. Lean's real logarithm satisfies $\log x=\log|x|$, so the order of $k$ and $p$ needs no case distinction.

```lean
/-- The Fröhlich angular integral for distinct positive wave numbers in closed form. -/
theorem angularIntegral_eq_log {k p : ℝ} (hk : 0 < k) (hp : 0 < p) (hne : k ≠ p) :
    angularIntegral k p = Real.log ((k + p) / |k - p|) / (k * p) := by
  have hb : transferSq k p Real.pi = (k + p) ^ 2 := by
    unfold transferSq
    rw [Real.cos_pi]
    ring
  have ha : transferSq k p 0 = (k - p) ^ 2 := by
    unfold transferSq
    rw [Real.cos_zero]
    ring
  unfold angularIntegral
  rw [integral_window hk hp (fun t _ => (transferSq_pos hk hp hne t).ne'), hb, ha,
    Real.log_pow, Real.log_pow,
    Real.log_div (add_pos hk hp).ne' (abs_ne_zero.mpr (sub_ne_zero.mpr hne)), Real.log_abs]
  push_cast
  ring
```

## Energy conservation turns the logarithm into arsinh

Suppose $p^2=k^2+w$, so that $p>k$. Then

$$\sqrt{1+\frac{k^2}{w}}=\sqrt{\frac{k^2+w}{w}}=\frac{p}{\sqrt w}.$$

From $\mathrm{arsinh}\,x=\ln\left(x+\sqrt{1+x^2}\right)$ and the factorisation $w=(p-k)(p+k)$ it follows that

$$2\,\mathrm{arsinh}\frac{k}{\sqrt w}=2\ln\frac{k+p}{\sqrt w}=\ln\frac{(k+p)^2}{(p-k)(p+k)}=\ln\frac{k+p}{p-k}.$$

The proof keeps this order: `hroot` evaluates the square root, `hlog` is the logarithm of the factorisation, and the last rewriting assembles them.

```lean
/-- If two positive wave numbers satisfy `p ^ 2 = k ^ 2 + w` with `w > 0`, the Fröhlich logarithm
is twice the inverse hyperbolic sine of the smaller one in units of `√w`. -/
theorem log_eq_arsinh {k p w : ℝ} (hk : 0 < k) (hp : 0 < p) (hw : 0 < w)
    (h : p ^ 2 = k ^ 2 + w) :
    Real.log ((k + p) / |k - p|) = 2 * Real.arsinh (k / √w) := by
  have hlt : 0 < p - k := by nlinarith
  have hs : 0 < √w := Real.sqrt_pos.mpr hw
  -- the square root inside arsinh is the larger wave number in units of √w
  have hroot : √(1 + (k / √w) ^ 2) = p / √w := by
    have e : 1 + (k / √w) ^ 2 = (p / √w) ^ 2 := by
      rw [div_pow, div_pow, Real.sq_sqrt hw.le, h, eq_div_iff hw.ne', add_mul,
        div_mul_cancel₀ _ hw.ne']
      ring
    rw [e, Real.sqrt_sq (div_pos hp hs).le]
  -- energy conservation factorises the phonon term
  have hlog : Real.log w = Real.log (p - k) + Real.log (k + p) := by
    rw [← Real.log_mul hlt.ne' (add_pos hk hp).ne']
    congr 1
    linarith [h, show (p - k) * (k + p) = p ^ 2 - k ^ 2 by ring]
  rw [Real.arsinh, hroot, ← add_div, Real.log_div (add_pos hk hp).ne' hs.ne',
    Real.log_sqrt hw.le, hlog, abs_sub_comm, abs_of_pos hlt,
    Real.log_div (add_pos hk hp).ne' hlt.ne']
  ring
```

On the absorption shell the identity applies directly, since $w>0$ forces $k\neq p$:

$$I(k,p)=\frac{2}{kp}\,\mathrm{arsinh}\frac{k}{\sqrt w},\qquad p^2=k^2+w .$$

```lean
/-- The angular integral on the phonon absorption shell `p ^ 2 = k ^ 2 + w`. -/
theorem angularIntegral_absorption {k p w : ℝ} (hk : 0 < k) (hp : 0 < p) (hw : 0 < w)
    (h : p ^ 2 = k ^ 2 + w) :
    angularIntegral k p = 2 * Real.arsinh (k / √w) / (k * p) := by
  have hne : k ≠ p := by
    rintro rfl
    linarith
  rw [angularIntegral_eq_log hk hp hne, log_eq_arsinh hk hp hw h]
```

On the emission shell $k^2=p^2+w$, so the initial and final wave numbers exchange roles. The logarithm is symmetric under this exchange, and the smaller wave number, now $p$, enters the arsinh:

$$I(k,p)=\frac{2}{kp}\,\mathrm{arsinh}\frac{p}{\sqrt w},\qquad p^2=k^2-w .$$

The assumption $p>0$ places the electron strictly above the emission threshold, $k>\sqrt w$.

```lean
/-- The angular integral on the phonon emission shell `p ^ 2 = k ^ 2 - w`. -/
theorem angularIntegral_emission {k p w : ℝ} (hk : 0 < k) (hp : 0 < p) (hw : 0 < w)
    (h : p ^ 2 = k ^ 2 - w) :
    angularIntegral k p = 2 * Real.arsinh (p / √w) / (k * p) := by
  have hne : k ≠ p := by
    rintro rfl
    linarith
  rw [angularIntegral_eq_log hk hp hne, add_comm k p, abs_sub_comm k p,
    log_eq_arsinh hp hk hw (by linarith)]
```

## The rate, including the emission threshold

Multiplying each integral by the wave number of its shell cancels that wave number from the denominator:

$$p_a I(k,p_a)=\frac2k\,\mathrm{arsinh}\frac{k}{\sqrt w},\qquad p_e I(k,p_e)=\frac2k\,\mathrm{arsinh}\frac{p_e}{\sqrt w}.$$

The sum with the phonon weights is

$$R=\frac2k\left[N\,\mathrm{arsinh}\frac{k}{\sqrt w}+(N+1)\,\mathrm{arsinh}\frac{p_e}{\sqrt w}\right].$$

The theorem allows $p_e=0$. There the density of states removes the emission term, and $\mathrm{arsinh}\,0=0$ agrees with this; the proof treats this case separately. At that threshold $k=\sqrt w$, and the rate reduces to $R=2N\,\mathrm{arsinh}(1)/\sqrt w$, which is pure absorption. Below threshold no real $p_e$ satisfies the hypothesis `he`, so the theorem does not apply to such slow electrons.

```lean
/-- The reduced polar-optical rate, absorption plus emission, for an electron at or above the
emission threshold. -/
theorem reducedRate_eq {N k pa pe w : ℝ} (hk : 0 < k) (hpa : 0 < pa) (hpe : 0 ≤ pe)
    (hw : 0 < w) (ha : pa ^ 2 = k ^ 2 + w) (he : pe ^ 2 = k ^ 2 - w) :
    reducedRate N k pa pe =
      2 / k * (N * Real.arsinh (k / √w) + (N + 1) * Real.arsinh (pe / √w)) := by
  have h1 : pa * angularIntegral k pa = 2 / k * Real.arsinh (k / √w) := by
    rw [angularIntegral_absorption hk hpa hw ha]
    field_simp
  have h2 : pe * angularIntegral k pe = 2 / k * Real.arsinh (pe / √w) := by
    rcases hpe.eq_or_lt with h0 | hpos
    · -- at threshold the emission shell has shrunk to a point
      rw [← h0, zero_mul, zero_div, Real.arsinh_zero, mul_zero]
    · rw [angularIntegral_emission hk hpos hw he]
      field_simp
  unfold reducedRate
  rw [h1, h2]
  ring
```

## Equal wave numbers: a forward divergence

If no energy were exchanged, $p=k$ and

$$q^2=2k^2(1-\cos t),$$

which vanishes in the forward direction. With a smallest angle $\varepsilon$, where $0<\varepsilon\le\pi$, the window formula still applies:

$$\int_\varepsilon^\pi\frac{\sin t}{q^2}\,dt=\frac{\ln(4k^2)-\ln\left(2k^2(1-\cos\varepsilon)\right)}{2k^2}=\frac{1}{2k^2}\ln\frac{2}{1-\cos\varepsilon}.$$

In the proof, `hc` shows that $1-\cos t$ is positive for $0<t\le\pi$, because the cosine decreases strictly on $[0,\pi]$. This gives the nonvanishing condition that `integral_window` requires.

```lean
/-- For equal wave numbers, the integral over angles above a cutoff `ε` in closed form. -/
theorem elastic_cutoff {k ε : ℝ} (hk : 0 < k) (hε : 0 < ε) (hπ : ε ≤ Real.pi) :
    ∫ t in ε..Real.pi, Real.sin t / transferSq k k t =
      Real.log (2 / (1 - Real.cos ε)) / (2 * k ^ 2) := by
  have hq : ∀ t, transferSq k k t = 2 * k ^ 2 * (1 - Real.cos t) := by
    intro t
    unfold transferSq
    ring
  have hc : ∀ t, 0 < t → t ≤ Real.pi → 0 < 1 - Real.cos t := by
    intro t h0 h1
    have := Real.cos_lt_cos_of_nonneg_of_le_pi le_rfl h1 h0
    rw [Real.cos_zero] at this
    linarith
  have hk2 : 2 * k ^ 2 ≠ 0 := by positivity
  have hz : ∀ t ∈ Set.uIcc ε Real.pi, transferSq k k t ≠ 0 := by
    intro t ht
    rw [Set.uIcc_of_le hπ] at ht
    rw [hq]
    exact mul_ne_zero hk2 (hc t (lt_of_lt_of_le hε ht.1) ht.2).ne'
  have h2 : (1 : ℝ) - Real.cos Real.pi = 2 := by
    rw [Real.cos_pi]
    norm_num
  rw [integral_window hk hk hz, hq, hq, h2, Real.log_mul hk2 two_ne_zero,
    Real.log_mul hk2 (hc ε hε hπ).ne', Real.log_div two_ne_zero (hc ε hε hπ).ne']
  ring
```

As $\varepsilon\to0^+$, the difference $1-\cos\varepsilon$ tends to zero through positive values. Its reciprocal therefore grows without bound, and so does the logarithm:

$$\lim_{\varepsilon\to0^+}\int_\varepsilon^\pi\frac{\sin t}{q^2}\,dt=+\infty .$$

A nonzero phonon energy prevents this divergence, because it keeps the momentum transfer at or above $|k-p|>0$. In Lean, `𝓝[>] 0` is the approach to zero from the right and `atTop` is divergence to $+\infty$. The steps `h0`, `h2` and `h3` follow the difference, the quotient and the logarithm in turn. The closed form then replaces the integral for all $\varepsilon$ between $0$ and $\pi$, which is enough for the limit.

```lean
/-- For equal wave numbers the integral diverges as the small-angle cutoff is removed. -/
theorem elastic_divergence {k : ℝ} (hk : 0 < k) :
    Tendsto (fun ε => ∫ t in ε..Real.pi, Real.sin t / transferSq k k t) (𝓝[>] 0) atTop := by
  have hcont : Continuous (fun ε : ℝ => 1 - Real.cos ε) := by fun_prop
  have h : Tendsto (fun ε : ℝ => 1 - Real.cos ε) (𝓝 0) (𝓝 (1 - Real.cos 0)) := hcont.tendsto 0
  rw [Real.cos_zero, sub_self] at h
  have h0 : Tendsto (fun ε : ℝ => 1 - Real.cos ε) (𝓝[>] 0) (𝓝[>] 0) := by
    refine tendsto_nhdsWithin_iff.mpr ⟨h.mono_left nhdsWithin_le_nhds, ?_⟩
    filter_upwards [Ioo_mem_nhdsGT Real.pi_pos] with ε hε
    have := Real.cos_lt_cos_of_nonneg_of_le_pi le_rfl hε.2.le hε.1
    rw [Real.cos_zero] at this
    exact sub_pos.mpr this
  have h2 : Tendsto (fun ε : ℝ => 2 / (1 - Real.cos ε)) (𝓝[>] 0) atTop := by
    simp only [div_eq_mul_inv]
    exact (tendsto_inv_nhdsGT_zero.comp h0).const_mul_atTop two_pos
  have h3 : Tendsto (fun ε : ℝ => Real.log (2 / (1 - Real.cos ε)) / (2 * k ^ 2))
      (𝓝[>] 0) atTop :=
    (Real.tendsto_log_atTop.comp h2).atTop_div_const (by positivity)
  refine h3.congr' ?_
  filter_upwards [Ioo_mem_nhdsGT Real.pi_pos] with ε hε
  exact (elastic_cutoff hk hε.1 hε.2.le).symm

end

end FrohlichScattering
```

```lean
#print axioms FrohlichScattering.angularIntegral_eq_log
-- 'FrohlichScattering.angularIntegral_eq_log' depends on axioms: [propext, Classical.choice, Quot.sound]
#print axioms FrohlichScattering.reducedRate_eq
-- 'FrohlichScattering.reducedRate_eq' depends on axioms: [propext, Classical.choice, Quot.sound]
#print axioms FrohlichScattering.elastic_divergence
-- 'FrohlichScattering.elastic_divergence' depends on axioms: [propext, Classical.choice, Quot.sound]
```
